# Up to scale, C⁻¹s is the linear filter with the largest signal-to-noise ratio in noise of positive definite covariance C

Take two samples with correlated zero-mean noise of covariance $C$, and a known signal $s$ present only in the first:

$$C=\begin{pmatrix}2&1\\1&2\end{pmatrix},\qquad s=\begin{pmatrix}1\\0\end{pmatrix}.$$

A filter $h$ turns a record $x$ into the number $h\cdot x$. Its signal-to-noise ratio is $(h\cdot s)^2/(h\cdot Ch)$. The filter $h=s$ reads the first sample alone and reaches $1/2$. The filter $w=C^{-1}s=(2/3,-1/3)$ reaches $2/3$: the second sample carries no signal, but subtracting part of it removes noise that it shares with the first.

To see that $2/3$ is the maximum, put $A=s\cdot w$ and $b=h\cdot s$ and look at the residual filter $Ah-bw$. It has no response to the signal, since $(Ah-bw)\cdot s=Ab-bA=0$, and its noise power measures how far $h$ falls short. For $h=s$ the residual is $(0,1/3)$, with noise power $2/9=A(A\,h\cdot Ch-b^2)$. The same identity settles the general case.

## Noise power and the output ratio

Signals and filters are real functions on a finite index set `n`, one value per sample.

```lean
import Mathlib

open Matrix

namespace MatchedFilterColouredNoise

noncomputable section

variable {n : Type*} [Fintype n]
```

The noise power at the output is $N(h)=h\cdot Ch$. In Lean, `⬝ᵥ` is the dot product and `*ᵥ` applies a matrix to a vector.

```lean
/-- Noise power at the output of the filter `h` when the noise has covariance `C`. -/
def noisePower (C : Matrix n n ℝ) (h : n → ℝ) : ℝ := h ⬝ᵥ C *ᵥ h
```

The signal is known and deterministic, so the ratio compares its squared output with the noise power. It is a ratio of powers, not of amplitudes.

```lean
/-- Output signal-to-noise ratio: squared filtered signal over filtered noise power. -/
def snr (C : Matrix n n ℝ) (s h : n → ℝ) : ℝ := (h ⬝ᵥ s) ^ 2 / noisePower C h
```

For noise records $\nu_k$ with weights $p_k$, the second-moment matrix is $C_{ij}=\sum_k p_k\nu_{k,i}\nu_{k,j}$. It is a covariance when the weights are probabilities and the mean noise is zero.

```lean
/-- Second-moment matrix of a finite ensemble of noise records `ν k` with weights `p k`. -/
def noiseCovariance {K : Type*} [Fintype K] (p : K → ℝ) (ν : K → n → ℝ) :
    Matrix n n ℝ :=
  Matrix.of fun i j => ∑ k, p k * (ν k i * ν k j)
```

Exchanging the sums gives

$$h\cdot Ch=\sum_k p_k\sum_{i,j}h_i\nu_{k,i}\nu_{k,j}h_j=\sum_k p_k(h\cdot\nu_k)^2,$$

which is the mean square output for probability weights. The proof first computes the components of $Ch$ in `hrow`, then contracts with $h$.

```lean
/-- For a finite noise ensemble, the noise power is the weighted sum of the squared
filter outputs. -/
theorem noisePower_ensemble {K : Type*} [Fintype K] (p : K → ℝ) (ν : K → n → ℝ)
    (h : n → ℝ) :
    noisePower (noiseCovariance p ν) h = ∑ k, p k * (h ⬝ᵥ ν k) ^ 2 := by
  have hrow : ∀ i, (noiseCovariance p ν *ᵥ h) i
      = ∑ k, p k * (h ⬝ᵥ ν k) * ν k i := by
    intro i
    simp only [Matrix.mulVec, dotProduct, noiseCovariance, Matrix.of_apply,
      Finset.sum_mul, Finset.mul_sum]
    rw [Finset.sum_comm]
    exact Finset.sum_congr rfl fun k _ => Finset.sum_congr rfl fun j _ => by ring
  change ∑ i, h i * (noiseCovariance p ν *ᵥ h) i = _
  simp only [hrow, Finset.mul_sum]
  rw [Finset.sum_comm]
  refine Finset.sum_congr rfl fun k _ => ?_
  calc ∑ i, h i * (p k * (h ⬝ᵥ ν k) * ν k i)
      = p k * (h ⬝ᵥ ν k) * ∑ i, h i * ν k i := by
        rw [Finset.mul_sum]
        exact Finset.sum_congr rfl fun i _ => by ring
    _ = p k * (h ⬝ᵥ ν k) ^ 2 := by
        change p k * (h ⬝ᵥ ν k) * (h ⬝ᵥ ν k) = _
        ring
```

## Positive noise power and the residual identity

From here on $C$ is assumed to be positive definite, written `C.PosDef`; for a real matrix this includes symmetry. Physically, no nonzero combination of samples is free of noise. An ensemble with too few independent records violates this condition. By definition, $N(h)>0$ for every $h\neq0$.

```lean
/-- With a positive definite covariance, every nonzero filter passes some noise. -/
theorem noisePower_pos {C : Matrix n n ℝ} (hC : C.PosDef) {h : n → ℝ} (hh : h ≠ 0) :
    0 < noisePower C h := by
  have h1 := hC.dotProduct_mulVec_pos hh
  simpa only [noisePower, star_trivial] using h1
```

Let $Cw=s$. Then $h\cdot Cw=b$ and $w\cdot Cw=A$, while symmetry gives $w\cdot Ch=(Cw)\cdot h=b$. Expanding the quadratic form,

$$N(Ah-bw)=A^2N(h)-2Ab^2+b^2A=A\bigl(A\,N(h)-b^2\bigr).$$

In the proof, `hT` extracts the symmetry, `h1` evaluates the cross term, and `ring` collects the result.

```lean
/-- If `C` is positive definite and `w` solves `C w = s`, the noise power of the combination `(s·w)
h - (h·s) w` is `s·w` times the difference `(s·w) (h·C h) - (h·s)²`. -/
theorem noisePower_residual {C : Matrix n n ℝ} (hC : C.PosDef) {s w : n → ℝ}
    (hw : C *ᵥ w = s) (h : n → ℝ) :
    noisePower C ((s ⬝ᵥ w) • h - (h ⬝ᵥ s) • w)
      = (s ⬝ᵥ w) * ((s ⬝ᵥ w) * noisePower C h - (h ⬝ᵥ s) ^ 2) := by
  have hT : Cᵀ = C := by
    ext i j
    simpa using hC.isHermitian.apply i j
  -- symmetry of the covariance turns the cross term into the filtered signal
  have h1 : w ⬝ᵥ C *ᵥ h = h ⬝ᵥ s := by
    rw [Matrix.dotProduct_mulVec, ← Matrix.mulVec_transpose, hT, hw, dotProduct_comm]
  simp only [noisePower, Matrix.mulVec_sub, Matrix.mulVec_smul, sub_dotProduct,
    dotProduct_sub, smul_dotProduct, dotProduct_smul, smul_eq_mul, hw, h1,
    dotProduct_comm w s]
  ring
```

## The optimal filter and its uniqueness up to scale

The candidate is $w=C^{-1}s$.

```lean
variable [DecidableEq n]

/-- The matched filter `C⁻¹ s` for the signal `s` in noise of covariance `C`. -/
def matchedFilter (C : Matrix n n ℝ) (s : n → ℝ) : n → ℝ := C⁻¹ *ᵥ s
```

A positive definite matrix has positive determinant, so it is invertible and $Cw=CC^{-1}s=s$.

```lean
/-- A positive definite covariance maps the matched filter back to the signal. -/
theorem mulVec_matchedFilter {C : Matrix n n ℝ} (hC : C.PosDef) (s : n → ℝ) :
    C *ᵥ matchedFilter C s = s := by
  have hu : IsUnit C.det := hC.det_pos.ne'.isUnit
  rw [matchedFilter, Matrix.mulVec_mulVec, Matrix.mul_nonsing_inv C hu,
    Matrix.one_mulVec]
```

Now let $s\neq0$ and $h\neq0$. Since $Cw=s$, the vector $w$ is nonzero, and $A=s\cdot w=N(w)>0$.

*Bound.* The residual has nonnegative noise power, so $A\,N(h)-b^2\geq0$. Dividing by $N(h)>0$ gives

$$\frac{(h\cdot s)^2}{h\cdot Ch}\leq s\cdot C^{-1}s.$$

*Equality.* If $b^2=A\,N(h)$, the residual has zero noise power and must vanish. Hence $h=(b/A)w$, and $b/A\neq0$ because $h\neq0$. Conversely, $h=cw$ with $c\neq0$ gives $c^2A^2/(c^2A)=A$.

The theorem states both parts for every nonzero `h`: the inequality, and the equivalence between equality and the existence of a nonzero `c` with `h = c • matchedFilter C s`. Its proof replaces the matched filter by a vector `w` known only through $Cw=s$, then treats the bound and the two directions of the equivalence in the order above. The case split on `hz` separates a zero residual from a nonzero one.

```lean
/-- Matched-filter theorem for a nonzero signal `s` in noise of positive definite covariance `C`:
the output signal-to-noise ratio of a nonzero filter is at most `s·C⁻¹s`, with equality exactly for
the nonzero multiples of `C⁻¹s`. -/
theorem snr_le_and_eq_iff {C : Matrix n n ℝ} (hC : C.PosDef) {s h : n → ℝ}
    (hs : s ≠ 0) (hh : h ≠ 0) :
    snr C s h ≤ s ⬝ᵥ matchedFilter C s ∧
      (snr C s h = s ⬝ᵥ matchedFilter C s ↔
        ∃ c : ℝ, c ≠ 0 ∧ h = c • matchedFilter C s) := by
  have hw := mulVec_matchedFilter hC s
  generalize matchedFilter C s = w at hw ⊢
  have hw0 : w ≠ 0 := by
    intro h0
    apply hs
    rw [← hw, h0, Matrix.mulVec_zero]
  have hA : 0 < s ⬝ᵥ w := by
    have h1 := noisePower_pos hC hw0
    rwa [noisePower, hw, dotProduct_comm] at h1
  have hQ := noisePower_pos hC hh
  have key := noisePower_residual hC hw h
  refine ⟨?_, ?_, ?_⟩
  · -- the residual filter has nonnegative noise power
    have hnn : 0 ≤ noisePower C ((s ⬝ᵥ w) • h - (h ⬝ᵥ s) • w) := by
      by_cases hz : (s ⬝ᵥ w) • h - (h ⬝ᵥ s) • w = 0
      · rw [hz]
        simp [noisePower]
      · exact (noisePower_pos hC hz).le
    rw [key] at hnn
    have h2 := (mul_nonneg_iff_of_pos_left hA).1 hnn
    rw [snr, div_le_iff₀ hQ]
    linarith
  · -- equality makes the residual filter vanish
    intro heq
    rw [snr, div_eq_iff hQ.ne'] at heq
    have hz : (s ⬝ᵥ w) • h - (h ⬝ᵥ s) • w = 0 := by
      by_contra hne
      have h1 := noisePower_pos hC hne
      rw [key, heq, sub_self, mul_zero] at h1
      exact lt_irrefl _ h1
    have h2 := sub_eq_zero.1 hz
    have h3 : h = ((h ⬝ᵥ s) / (s ⬝ᵥ w)) • w := by
      have h4 : ((h ⬝ᵥ s) / (s ⬝ᵥ w)) • w = h := by
        rw [div_eq_inv_mul, mul_smul, ← h2, smul_smul, inv_mul_cancel₀ hA.ne', one_smul]
      exact h4.symm
    refine ⟨_, ?_, h3⟩
    intro hc
    apply hh
    rw [h3, hc, zero_smul]
  · rintro ⟨c, _, rfl⟩
    rw [snr, div_eq_iff hQ.ne']
    simp only [noisePower, Matrix.mulVec_smul, hw, smul_dotProduct, dotProduct_smul,
      smul_eq_mul, dotProduct_comm w s]
    ring
```

The same identity solves a neighbouring problem: minimise the noise power among filters with unit response, $h\cdot s=1$. Setting $b=1$ gives $N(h)\geq1/(s\cdot C^{-1}s)$, attained only by $h=C^{-1}s/(s\cdot C^{-1}s)$. For zero-mean noise, this filter estimates the amplitude of a known signal shape without bias and with the least variance among such linear filters.

## One template for all delays

On a periodic cell the sample positions form a finite abelian group `G`; for $m$ equally spaced points on a ring these are the integers modulo $m$. A delay by $a$ sends $s_i$ to $s_{i-a}$.

```lean
variable {G : Type*} [AddCommGroup G] [Fintype G] [DecidableEq G]

/-- The signal `s` on a periodic cell, delayed by `a`. -/
def delay (a : G) (s : G → ℝ) : G → ℝ := fun i => s (i - a)
```

Noise that is stationary on the cell has a covariance unchanged by a common shift around it, $C_{i+a,j+a}=C_{ij}$, which is the hypothesis `hst`. A segment cut from a longer stationary record need not satisfy it, because its first and last samples are not neighbours in time. With $w=C^{-1}s$, relabelling the sum and then using stationarity gives

$$\sum_j C_{ij}w_{j-a}=\sum_j C_{i,j+a}w_j=\sum_j C_{i-a,j}w_j=s_{i-a}.$$

Thus $C$ maps the delayed $w$ to the delayed signal, and applying $C^{-1}$ shows that the delayed $w$ is the matched filter of the delayed signal. The `calc` block in `hd` follows this chain.

```lean
/-- In stationary noise on a periodic cell, the matched filter of a delayed signal is the
delayed matched filter. -/
theorem matchedFilter_delay {C : Matrix G G ℝ} (hC : C.PosDef)
    (hst : ∀ i j a, C (i + a) (j + a) = C i j) (a : G) (s : G → ℝ) :
    matchedFilter C (delay a s) = delay a (matchedFilter C s) := by
  have hw := mulVec_matchedFilter hC s
  -- a stationary covariance commutes with delays
  have hd : C *ᵥ delay a (matchedFilter C s) = delay a s := by
    ext i
    calc (C *ᵥ delay a (matchedFilter C s)) i
        = ∑ j, C i j * matchedFilter C s (j - a) := rfl
      _ = ∑ j, C i (j + a) * matchedFilter C s j := by
          symm
          exact Fintype.sum_equiv (Equiv.addRight a) _ _ (fun j => by simp)
      _ = ∑ j, C (i - a) j * matchedFilter C s j :=
          Finset.sum_congr rfl fun j _ => by rw [← hst (i - a) j a, sub_add_cancel]
      _ = delay a s i := congrFun hw (i - a)
  have hu : IsUnit C.det := hC.det_pos.ne'.isUnit
  change C⁻¹ *ᵥ delay a s = _
  rw [← hd, Matrix.mulVec_mulVec, Matrix.nonsing_inv_mul C hu, Matrix.one_mulVec]
```

Applied to data $x$, the filter for delay $a$ therefore returns

$$\sum_i w_{i-a}x_i=\sum_i w_i x_{i+a},$$

the cross-correlation of the data with the single template $w$ at lag $a$. This allows a search for a known waveform at every delay with one linear solve, provided that the record is finite and periodic and the noise stationary with known, positive definite covariance. A record that does not wrap around is not covered by this last step, although the optimality theorem still applies to it.

```lean
/-- In stationary noise, the output on data `x` of the filter matched to the signal delayed
by `a` is the cross-correlation of `x` with the template `C⁻¹s` at lag `a`. -/
theorem matchedFilter_output_eq_correlation {C : Matrix G G ℝ} (hC : C.PosDef)
    (hst : ∀ i j a, C (i + a) (j + a) = C i j) (a : G) (s x : G → ℝ) :
    matchedFilter C (delay a s) ⬝ᵥ x = ∑ i, matchedFilter C s i * x (i + a) := by
  rw [matchedFilter_delay hC hst]
  change ∑ i, matchedFilter C s (i - a) * x i = _
  symm
  exact Fintype.sum_equiv (Equiv.addRight a) _ _ (fun i => by simp)

end

end MatchedFilterColouredNoise
```

```lean
#print axioms MatchedFilterColouredNoise.noisePower_ensemble
-- 'MatchedFilterColouredNoise.noisePower_ensemble' depends on axioms: [propext, Classical.choice, Quot.sound]
#print axioms MatchedFilterColouredNoise.snr_le_and_eq_iff
-- 'MatchedFilterColouredNoise.snr_le_and_eq_iff' depends on axioms: [propext, Classical.choice, Quot.sound]
#print axioms MatchedFilterColouredNoise.matchedFilter_output_eq_correlation
-- 'MatchedFilterColouredNoise.matchedFilter_output_eq_correlation' depends on axioms: [propext, Classical.choice, Quot.sound]
```
